# For an exponential density, the gradient-expanded indicator runs from minus to plus infinity, while the exact one-orbital value is zero

A deorbitalized TPSS functional replaces the orbital kinetic energy density $\tau$ by an expression in the density $n$ and its derivatives. If the bare second-order gradient expansion is used, a region indicator that should vanish for a single real orbital can fail badly. For $n=Ne^{-kr}$ with $N,k>0$, it diverges both at the nucleus and far away, and equals the correct value at only one radius.

Atomic units are used, and $r$ is the distance from the nucleus. $N$ is a density prefactor, not an electron number, and $k$ is a decay constant. The choice $N=Z^3/\pi$, $k=2Z$ gives the 1s density of a one-electron ion with nuclear charge $Z$.

```lean
import Mathlib

open Filter Topology Set

namespace DeorbitalizedIndicator

noncomputable section
```

## Ingredients of the indicator

Radial densities are functions `ℝ → ℝ`, of which positive arguments are physical distances. The local Fermi wavevector, usually written $k_F$, is here $K=(3\pi^2n)^{1/3}$, the spin-unpolarised form. A one-electron ion is fully spin-polarised. Spin scaling of exchange then uses the same formulas with $n$ and $\tau$ doubled, which only replaces $N$ by $2N$ in the results below.

```lean
/-- Local Fermi wavevector `K = (3 π² n)^(1/3)` of a radial density. -/
def fermiK (n : ℝ → ℝ) (r : ℝ) : ℝ := (3 * Real.pi ^ 2 * n r) ^ (1 / 3 : ℝ)
```

The reduced squared gradient is $p=n'^2/(4K^2n^2)$, with primes denoting radial derivatives, which are `deriv` in Lean.

```lean
/-- Reduced squared gradient `p = n'² / (4 K² n²)`, for `n > 0`. -/
def redGrad (n : ℝ → ℝ) (r : ℝ) : ℝ :=
  (deriv n r) ^ 2 / (4 * fermiK n r ^ 2 * n r ^ 2)
```

The reduced Laplacian $q=(n''+2n'/r)/(4K^2n)$ contains the three-dimensional radial term $2n'/r$.

```lean
/-- Reduced Laplacian `q = (n'' + 2 n'/r) / (4 K² n)`, for `n > 0` and `r > 0`. -/
def redLap (n : ℝ → ℝ) (r : ℝ) : ℝ :=
  (deriv (deriv n) r + 2 * deriv n r / r) / (4 * fermiK n r ^ 2 * n r)
```

The uniform electron gas has $\tau_{\rm unif}=\tfrac{3}{10}K^2n$.

```lean
/-- Kinetic energy density of the uniform electron gas, `3 K² n / 10`. -/
def tauUnif (n : ℝ → ℝ) (r : ℝ) : ℝ := 3 / 10 * fermiK n r ^ 2 * n r
```

The von Weizsäcker kinetic energy density is $\tau_W=n'^2/(8n)$.

```lean
/-- Von Weizsäcker kinetic energy density `n'² / (8 n)`, for `n > 0`. -/
def tauW (n : ℝ → ℝ) (r : ℝ) : ℝ := (deriv n r) ^ 2 / (8 * n r)
```

One real orbital $\varphi$ that depends only on the distance $r$, an s orbital, has $\tau=\varphi'^2/2$. Its occupation is absorbed into $\varphi$, so that $n=\varphi^2$.

```lean
/-- Kinetic energy density `φ'² / 2` of one real radial orbital. -/
def orbitalTau (φ : ℝ → ℝ) (r : ℝ) : ℝ := (deriv φ r) ^ 2 / 2
```

The second-order expansion is $\tau_{\rm GE}=\tau_{\rm unif}(1+5p/27+20q/9)$, whose coefficients are taken as given.

```lean
/-- Second-order gradient expansion of the kinetic energy density, for `n > 0` and `r > 0`. -/
def gradTau (n : ℝ → ℝ) (r : ℝ) : ℝ :=
  tauUnif n r * (1 + 5 * redGrad n r / 27 + 20 * redLap n r / 9)
```

The indicator, often called $\alpha$, is $(\tau-\tau_W)/\tau_{\rm unif}$. In Lean, $\tau$ is an argument, so the exact and expanded forms share one definition.

```lean
/-- Indicator `(τ - τ_W) / τ_unif` for a kinetic energy density `τ`, where `n > 0`. -/
def indicator (n τ : ℝ → ℝ) (r : ℝ) : ℝ := (τ r - tauW n r) / tauUnif n r
```

The expanded version, to be identified with $\alpha$ at $\tau=\tau_{\rm GE}$, is
$$\alpha_{\rm GE}=1+\frac{5p}{27}+\frac{20q}{9}-\frac{5p}{3}.$$

```lean
/-- Gradient-expanded indicator `1 + 5p/27 + 20q/9 - 5p/3`, for `n > 0` and `r > 0`. -/
def geIndicator (n : ℝ → ℝ) (r : ℝ) : ℝ :=
  1 + 5 * redGrad n r / 27 + 20 * redLap n r / 9 - 5 * redGrad n r / 3
```

The density studied is the exponential.

```lean
/-- Exponential density `N exp(-k r)`. -/
def expDensity (N k r : ℝ) : ℝ := N * Real.exp (-k * r)
```

Its indicator will involve the constant $C=5k/\bigl(27(3\pi^2N)^{2/3}\bigr)$.

```lean
/-- The constant `5 k / (27 (3 π² N)^(2/3))`, for `N > 0`. -/
def amplitude (N k : ℝ) : ℝ := 5 * k / (27 * ((3 * Real.pi ^ 2 * N) ^ (1 / 3 : ℝ)) ^ 2)
```

## Expansion and exact value

Since
$$\frac{\tau_W}{\tau_{\rm unif}}=\frac{10\,n'^2}{24K^2n^2}=\frac{5p}{3},$$
inserting $\tau_{\rm GE}$ into the indicator gives $\alpha_{\rm GE}$ wherever $n>0$. The proof establishes this ratio as `hW`, then cancels $\tau_{\rm unif}$.

```lean
/-- Where the density is positive, inserting the gradient expansion of the kinetic energy
density into the indicator gives `1 + 5p/27 + 20q/9 - 5p/3`. -/
theorem indicator_gradTau {n : ℝ → ℝ} {r : ℝ} (hn : 0 < n r) :
    indicator n (gradTau n) r = geIndicator n r := by
  have hK : 0 < fermiK n r := by unfold fermiK; positivity
  have hU : 0 < tauUnif n r := by unfold tauUnif; positivity
  -- the von Weizsäcker part is `5p/3` in units of the uniform gas
  have hW : tauW n r = tauUnif n r * (5 * redGrad n r / 3) := by
    unfold tauW tauUnif redGrad
    field_simp
    ring
  unfold indicator gradTau geIndicator
  rw [hW, ← mul_sub, mul_div_cancel_left₀ _ hU.ne']
```

For $n=\varphi^2$ we have $n'=2\varphi\varphi'$, hence $\tau_W=4\varphi^2\varphi'^2/(8\varphi^2)=\varphi'^2/2=\tau$. This requires differentiability and $\varphi\ne0$ at the point considered.

```lean
/-- For a single real orbital, differentiable and nonzero at `r`, the kinetic energy density
equals the von Weizsäcker one of the density `φ²`. -/
theorem orbitalTau_eq_tauW {φ : ℝ → ℝ} {r : ℝ} (hφ : DifferentiableAt ℝ φ r)
    (h0 : φ r ≠ 0) : orbitalTau φ r = tauW (fun s => φ s ^ 2) r := by
  have h : deriv (fun s => φ s ^ 2) r = 2 * φ r * deriv φ r :=
    ((hφ.hasDerivAt.fun_pow 2).congr_deriv (by norm_num)).deriv
  unfold orbitalTau tauW
  rw [h]
  field_simp
  ring
```

## Closed form and slope

For the exponential, $n'=-kn$ and $n''=k^2n$, so $p=k^2/(4K^2)$ and $q=(k^2-2k/r)/(4K^2)$. Therefore
$$\alpha_{\rm GE}=1+\frac{20}{27}(3q-2p)=1+\frac{5k}{27K^2}\,\frac{kr-6}{r}.$$
With $K^2=(3\pi^2N)^{2/3}e^{-2kr/3}$ this becomes
$$\alpha_{\rm GE}=1+Ce^{2kr/3}\frac{kr-6}{r}.$$
In the proof, `h1` and `h2` supply the derivatives and `hK` the decay of $K^2$; the rest is algebra.

```lean
/-- Closed form of the gradient-expanded indicator of `N exp(-k r)`, for `N > 0` and
`r ≠ 0`. -/
theorem geIndicator_exp {N k r : ℝ} (hN : 0 < N) (hr : r ≠ 0) :
    geIndicator (expDensity N k) r =
      1 + amplitude N k * (Real.exp (2 * k / 3 * r) * ((k * r - 6) / r)) := by
  have hd : ∀ s, HasDerivAt (expDensity N k) (-k * expDensity N k s) s := fun s =>
    ((((hasDerivAt_id' s).const_mul (-k)).exp).const_mul N).congr_deriv
      (by unfold expDensity; ring)
  have h1 : deriv (expDensity N k) r = -k * expDensity N k r := (hd r).deriv
  have h2 : deriv (deriv (expDensity N k)) r = -k * (-k * expDensity N k r) := by
    have hf : deriv (expDensity N k) = fun s => -k * expDensity N k s :=
      funext fun s => (hd s).deriv
    rw [hf]
    exact ((hd r).const_mul (-k)).deriv
  -- the squared Fermi wavevector decays as `exp(-2kr/3)`
  have hK : fermiK (expDensity N k) r ^ 2 =
      ((3 * Real.pi ^ 2 * N) ^ (1 / 3 : ℝ)) ^ 2 * (Real.exp (2 * k / 3 * r))⁻¹ := by
    unfold fermiK expDensity
    rw [← mul_assoc, Real.mul_rpow (by positivity) (Real.exp_pos _).le, ← Real.exp_mul,
      mul_pow, ← Real.exp_nat_mul, ← Real.exp_neg]
    congr 2
    push_cast
    ring
  have hx : expDensity N k r ≠ 0 := by unfold expDensity; positivity
  have hA : (3 * Real.pi ^ 2 * N) ^ (1 / 3 : ℝ) ≠ 0 := by positivity
  have hE : Real.exp (2 * k / 3 * r) ≠ 0 := Real.exp_ne_zero _
  simp only [geIndicator, redGrad, redLap, amplitude]
  rw [h2, h1, hK]
  generalize expDensity N k r = x at *
  generalize (3 * Real.pi ^ 2 * N) ^ (1 / 3 : ℝ) = A at *
  generalize Real.exp (2 * k / 3 * r) = E at *
  field_simp
  ring
```

Differentiating gives
$$\alpha_{\rm GE}'=Ce^{2kr/3}\left[\frac{2k}{3}\left(k-\frac6r\right)+\frac6{r^2}\right]
=\frac{2C}{3}e^{2kr/3}\left(k-\frac3r\right)^2.$$
Lean differentiates the closed form, which agrees with the indicator near each $r>0$; `h4` completes the square.

```lean
/-- For `N > 0` and `r > 0`, the radial slope of the gradient-expanded indicator of
`N exp(-k r)` is a prefactor times the perfect square `(k - 3/r)²`. -/
theorem hasDerivAt_geIndicator {N k r : ℝ} (hN : 0 < N) (hr : 0 < r) :
    HasDerivAt (geIndicator (expDensity N k))
      (amplitude N k * Real.exp (2 * k / 3 * r) * (2 / 3 * (k - 3 / r) ^ 2)) r := by
  have h1 : HasDerivAt (fun s => Real.exp (2 * k / 3 * s))
      (Real.exp (2 * k / 3 * r) * (2 * k / 3)) r :=
    (((hasDerivAt_id' r).const_mul (2 * k / 3)).exp).congr_deriv (by ring)
  have h2 : HasDerivAt (fun s => (k * s - 6) / s) (6 / r ^ 2) r :=
    ((((hasDerivAt_id' r).const_mul k).sub_const 6).fun_div
      (hasDerivAt_id' r) hr.ne').congr_deriv (by congr 1; ring)
  have h3 := ((h1.fun_mul h2).const_mul (amplitude N k)).const_add 1
  refine (h3.congr_of_eventuallyEq ?_).congr_deriv ?_
  · filter_upwards [Ioi_mem_nhds hr] with s hs
    exact geIndicator_exp hN (ne_of_gt hs)
  · have h4 : 2 * k / 3 * ((k * r - 6) / r) + 6 / r ^ 2 = 2 / 3 * (k - 3 / r) ^ 2 := by
      field_simp
      ring
    rw [← h4]
    ring
```

The slope is positive except at $r=3/k$, where it vanishes. The indicator is continuous there, so it increases strictly on $(0,3/k]$ and on $[3/k,\infty)$. Joining these intervals at their common point gives strict growth for all $r>0$.

```lean
/-- For `N, k > 0` the gradient-expanded indicator of `N exp(-k r)` increases strictly with
the distance `r > 0`. -/
theorem strictMonoOn_geIndicator {N k : ℝ} (hN : 0 < N) (hk : 0 < k) :
    StrictMonoOn (geIndicator (expDensity N k)) (Ioi 0) := by
  have hC : 0 < amplitude N k := by unfold amplitude; positivity
  have h3 : 0 < 3 / k := by positivity
  have hpos : ∀ r, 0 < r → r ≠ 3 / k → 0 < deriv (geIndicator (expDensity N k)) r := by
    intro r hr hne
    rw [(hasDerivAt_geIndicator hN hr).deriv]
    have hs : k - 3 / r ≠ 0 := by
      intro h
      have h' : k * r = 3 := (eq_div_iff hr.ne').mp (by linarith)
      exact hne ((eq_div_iff hk.ne').mpr (by linarith))
    positivity
  -- the slope vanishes only at `r = 3/k`, where the two intervals are joined
  have hl : StrictMonoOn (geIndicator (expDensity N k)) (Ioc 0 (3 / k)) := by
    refine strictMonoOn_of_deriv_pos (convex_Ioc _ _)
      (fun x hx => (hasDerivAt_geIndicator hN hx.1).continuousAt.continuousWithinAt) ?_
    intro x hx
    rw [interior_Ioc] at hx
    exact hpos x hx.1 hx.2.ne
  have hu : StrictMonoOn (geIndicator (expDensity N k)) (Ici (3 / k)) := by
    refine strictMonoOn_of_deriv_pos (convex_Ici _) (fun x hx =>
      (hasDerivAt_geIndicator hN (lt_of_lt_of_le h3 hx)).continuousAt.continuousWithinAt) ?_
    intro x hx
    rw [interior_Ici] at hx
    exact hpos x (lt_trans h3 hx) (ne_of_gt hx)
  exact (hl.union hu ⟨⟨h3, le_rfl⟩, fun x hx => hx.2⟩
    ⟨mem_Ici.mpr le_rfl, fun x hx => mem_Ici.mp hx⟩).mono
    (fun x hx => (le_total x (3 / k)).elim (fun h => Or.inl ⟨hx, h⟩)
      (fun h => Or.inr (mem_Ici.mpr h)))
```

## Divergence at both ends

As $r\to0^+$, $Ce^{2kr/3}(kr-6)\to-6C<0$ while $1/r\to+\infty$, so $\alpha_{\rm GE}\to-\infty$. As $r\to\infty$, $k-6/r\to k>0$ while the exponential grows, so $\alpha_{\rm GE}\to+\infty$. In Lean these limits are `𝓝[>] 0` to `atBot` and `atTop` to `atTop`.

For the exact value, take $\varphi=\sqrt n$, which is positive and differentiable. The one-orbital identity gives $\tau-\tau_W=0$, hence indicator zero.

```lean
/-- For `N exp(-k r)` with `N, k > 0`, the gradient-expanded indicator tends to minus infinity
at the nucleus and to plus infinity far away, while the exact indicator of the single orbital
`√n` is zero everywhere. -/
theorem geIndicator_diverges_exact_zero {N k : ℝ} (hN : 0 < N) (hk : 0 < k) :
    Tendsto (geIndicator (expDensity N k)) (𝓝[>] 0) atBot ∧
    Tendsto (geIndicator (expDensity N k)) atTop atTop ∧
    ∀ r, indicator (expDensity N k) (orbitalTau fun s => √(expDensity N k s)) r = 0 := by
  have hC : 0 < amplitude N k := by unfold amplitude; positivity
  refine ⟨?_, ?_, fun r => ?_⟩
  · -- near the nucleus the Laplacian term `-1/r` dominates
    have hc : Continuous fun r : ℝ =>
        amplitude N k * (Real.exp (2 * k / 3 * r) * (k * r - 6)) := by fun_prop
    have h0 : Tendsto (fun r : ℝ => amplitude N k * (Real.exp (2 * k / 3 * r) * (k * r - 6)))
        (𝓝[>] 0) (𝓝 (amplitude N k * (-6))) := by
      have h := (hc.tendsto 0).mono_left (nhdsWithin_le_nhds (s := Ioi 0))
      simpa using h
    have h1 := tendsto_atBot_add_const_left _ (1 : ℝ)
      (h0.neg_mul_atTop (by linarith) tendsto_inv_nhdsGT_zero)
    refine h1.congr' ?_
    filter_upwards [self_mem_nhdsWithin] with r hr
    rw [geIndicator_exp hN (ne_of_gt hr)]
    ring
  · -- far away the factor `1/K²` grows exponentially
    have he : Tendsto (fun r : ℝ => Real.exp (2 * k / 3 * r)) atTop atTop :=
      Real.tendsto_exp_atTop.comp (tendsto_id.const_mul_atTop (by positivity))
    have hq : Tendsto (fun r : ℝ => k - 6 / r) atTop (𝓝 k) := by
      have h : Tendsto (fun r : ℝ => 6 / r) atTop (𝓝 0) :=
        tendsto_const_nhds.div_atTop tendsto_id
      simpa using h.const_sub k
    have h1 := tendsto_atTop_add_const_left _ (1 : ℝ)
      ((he.atTop_mul_pos hk hq).const_mul_atTop hC)
    refine h1.congr' ?_
    filter_upwards [Ioi_mem_atTop (0 : ℝ)] with r hr
    have hr' : r ≠ 0 := ne_of_gt hr
    rw [geIndicator_exp hN hr', sub_div, mul_div_cancel_right₀ _ hr']
  · have hn : ∀ s, 0 < expDensity N k s := fun s => by unfold expDensity; positivity
    have hd : DifferentiableAt ℝ (expDensity N k) r := by unfold expDensity; fun_prop
    have h : orbitalTau (fun s => √(expDensity N k s)) r =
        tauW (fun s => √(expDensity N k s) ^ 2) r :=
      orbitalTau_eq_tauW (hd.sqrt (hn r).ne') (Real.sqrt_pos.mpr (hn r)).ne'
    have hf : (fun s => √(expDensity N k s) ^ 2) = expDensity N k :=
      funext fun s => Real.sq_sqrt (hn s).le
    rw [hf] at h
    unfold indicator
    rw [h, sub_self, zero_div]
```

Continuity and the two limits let the intermediate value theorem produce a radius for every real value $a$; strict growth makes it unique. With $a=0$, the expanded and exact indicators agree at exactly one distance.

```lean
/-- For `N, k > 0` the gradient-expanded indicator of `N exp(-k r)` takes each real value `a`
at exactly one radius `r > 0`. -/
theorem existsUnique_radius {N k : ℝ} (hN : 0 < N) (hk : 0 < k) (a : ℝ) :
    ∃! r, 0 < r ∧ geIndicator (expDensity N k) r = a := by
  obtain ⟨hbot, htop, -⟩ := geIndicator_diverges_exact_zero hN hk
  have hc : ContinuousOn (geIndicator (expDensity N k)) (Ioi 0) := fun x hx =>
    (hasDerivAt_geIndicator hN hx).continuousAt.continuousWithinAt
  have hle : 𝓝[>] (0 : ℝ) ≤ 𝓟 (Ioi 0) := le_principal_iff.mpr self_mem_nhdsWithin
  obtain ⟨r, hr, hra⟩ := isPreconnected_Ioi.intermediate_value_Iii hle
    (le_principal_iff.mpr (Ioi_mem_atTop (0 : ℝ))) hc hbot htop (mem_univ a)
  exact ⟨r, ⟨hr, hra⟩, fun s hs =>
    (strictMonoOn_geIndicator hN hk).injOn hs.1 hr (hs.2.trans hra.symm)⟩

end

end DeorbitalizedIndicator
```

For this single-exponential model, the bare expansion therefore cannot stand in for $\tau$ in detecting one-orbital regions. The theorems do not cover many-electron atoms, whose densities are not in general single exponentials.

```lean
#print axioms DeorbitalizedIndicator.indicator_gradTau
#print axioms DeorbitalizedIndicator.geIndicator_diverges_exact_zero
#print axioms DeorbitalizedIndicator.existsUnique_radius
```

```
'DeorbitalizedIndicator.indicator_gradTau' depends on axioms: [propext, Classical.choice, Quot.sound]
'DeorbitalizedIndicator.geIndicator_diverges_exact_zero' depends on axioms: [propext, Classical.choice, Quot.sound]
'DeorbitalizedIndicator.existsUnique_radius' depends on axioms: [propext, Classical.choice, Quot.sound]
```
